# For a harmonic mode in thermal equilibrium, the k-th factorial moment of the number of quanta is k! times the k-th power of its mean

A single mode with equally spaced levels holds n quanta with the Gibbs probability (1 − q)qⁿ, where q = e^(−x) and x > 0 is the energy of one quantum divided by the thermal energy. The lemma says that for every natural number k the series of these probabilities times n(n − 1)⋯(n − k + 1) converges, with sum k! (q/(1 − q))ᵏ; here q/(1 − q) is the Bose-Einstein occupation. The proof drops the first k terms, which vanish, and compares the shifted series with a multiple of the known series Σ C(n + k, k) qⁿ = 1/(1 − q)^(k+1).

The failing Lean file:

```lean
import Mathlib

open MvPolynomial

namespace ThermofieldDouble

noncomputable section

/-- The Gibbs weight of `n` quanta in one mode, where `x > 0` is the energy of
a quantum divided by the thermal energy. -/
def gibbsWeight (x : ℝ) (n : ℕ) : ℝ := (1 - Real.exp (-x)) * Real.exp (-x) ^ n

/-- The `k`-th factorial moment of the Gibbs distribution is `k!` times the
`k`-th power of the Bose-Einstein occupation. -/
theorem gibbs_factorial_moment {x : ℝ} (hx : 0 < x) (k : ℕ) :
    HasSum (fun n : ℕ => gibbsWeight x n * (n.descFactorial k : ℝ))
      ((k.factorial : ℝ) * (Real.exp (-x) / (1 - Real.exp (-x))) ^ k) := by
  have hq : Real.exp (-x) < 1 := Real.exp_lt_one (by linarith)
  have hq0 := Real.exp_pos (-x)
  unfold gibbsWeight
  generalize Real.exp (-x) = q at hq hq0 ⊢
  have hne : 1 - q ≠ 0 := (sub_pos.mpr hq).ne'
  have hs := (hasSum_choose_mul_geometric_of_norm_lt_one k (r := q)
    (by rwa [Real.norm_of_nonneg hq0.le])).mul_left ((1 - q) * q ^ k * (k.factorial : ℝ))
  -- fewer than k quanta do not contribute
  have h0 : ∑ i ∈ Finset.range k, (1 - q) * q ^ i * (i.descFactorial k : ℝ) = 0 :=
    Finset.sum_eq_zero fun i hi => by
      rw [Nat.descFactorial_of_lt (Finset.mem_range.mp hi), Nat.cast_zero, mul_zero]
  refine (hasSum_nat_add_iff' k).mp ?_
  rw [h0, sub_zero]
  convert hs using 1
  · funext n
    rw [Nat.descFactorial_eq_factorial_mul_choose]
    push_cast
    ring
  · rw [div_pow, pow_succ]
    field_simp

end

end ThermofieldDouble
```

Lean reports:

```
Main.lean:18:33: error(lean.unknownIdentifier): Unknown constant `Real.exp_lt_one`
Main.lean:32:4: error: Tactic `apply` failed: could not unify the conclusion of `@_root_.funext`
  ?f = ?g
with the goal
  Real.instAddCommGroup.toAddCommMonoid =
    CommRing.toNonUnitalCommRing.toNonUnitalNonAssocCommRing.toNonUnitalNonAssocSemiring.toAddCommMonoid

Note: The full type of `@_root_.funext` is
  ∀ {α : Sort ?u.105} {β : α → Sort ?u.104} {f g : (x : α) → β x}, (∀ (x : α), f x = g x) → f = g

case e'_3
x : ℝ
hx : 0 < x
k : ℕ
q : ℝ
hq : q < 1
hq0 : 0 < q
hne : 1 - q ≠ 0
hs :
  HasSum (fun i => (1 - q) * q ^ k * ↑k.factorial * (↑((i + k).choose k) * q ^ i))
    ((1 - q) * q ^ k * ↑k.factorial * (1 / (1 - q) ^ (k + 1)))
h0 : ∑ i ∈ Finset.range k, (1 - q) * q ^ i * ↑(i.descFactorial k) = 0
⊢ Real.instAddCommGroup.toAddCommMonoid =
    CommRing.toNonUnitalCommRing.toNonUnitalNonAssocCommRing.toNonUnitalNonAssocSemiring.toAddCommMonoid
Main.lean:36:8: error: Tactic `rewrite` failed: Did not find an occurrence of the pattern
  (?a / ?b) ^ ?n
in the target expression
  (fun n => (1 - q) * q ^ (n + k) * ↑((n + k).descFactorial k)) = fun i =>
    (1 - q) * q ^ k * ↑k.factorial * (↑((i + k).choose k) * q ^ i)

case e'_5
x : ℝ
hx : 0 < x
k : ℕ
q : ℝ
hq : q < 1
hq0 : 0 < q
hne : 1 - q ≠ 0
hs :
  HasSum (fun i => (1 - q) * q ^ k * ↑k.factorial * (↑((i + k).choose k) * q ^ i))
    ((1 - q) * q ^ k * ↑k.factorial * (1 / (1 - q) ^ (k + 1)))
h0 : ∑ i ∈ Finset.range k, (1 - q) * q ^ i * ↑(i.descFactorial k) = 0
⊢ (fun n => (1 - q) * q ^ (n + k) * ↑((n + k).descFactorial k)) = fun i =>
    (1 - q) * q ^ k * ↑k.factorial * (↑((i + k).choose k) * q ^ i)
Main.lean:17:73: error: unsolved goals
case e'_6
x : ℝ
hx : 0 < x
k : ℕ
q : ℝ
hq : q < 1
hq0 : 0 < q
hne : 1 - q ≠ 0
hs :
  HasSum (fun i => (1 - q) * q ^ k * ↑k.factorial * (↑((i + k).choose k) * q ^ i))
    ((1 - q) * q ^ k * ↑k.factorial * (1 / (1 - q) ^ (k + 1)))
h0 : ∑ i ∈ Finset.range k, (1 - q) * q ^ i * ↑(i.descFactorial k) = 0
⊢ ↑k.factorial * (q / (1 - q)) ^ k = (1 - q) * q ^ k * ↑k.factorial * (1 / (1 - q) ^ (k + 1))
```

The first error is a wrong name: Lean knows no constant `Real.exp_lt_one`. The repair uses the equivalence `Real.exp_lt_one_iff`, whose `.mpr` direction gives the bound from −x < 0.

The other three errors have one source. `convert hs using 1` left three goals where the proof expected two. The extra one, which came first, asked that two forms of the additive structure on ℝ be equal, one in the goal and one in `hs`. So the first bullet applied `funext` to an equation between structures, the second looked for a power of a quotient in the equation between the series' terms, and the equation between the sums was left unproved.

The repair does without `convert`. It proves the two intended equations by name, as `hf` and `hval`, with the old tactics, and rewrites with them to get `hshift` from `hs`. The closing `exact` steps need no separate proof that the structures agree, since Lean accepts the two forms as equal by definition.

This version goes through:

```diff
@@ -16,5 +16,5 @@
     HasSum (fun n : ℕ => gibbsWeight x n * (n.descFactorial k : ℝ))
       ((k.factorial : ℝ) * (Real.exp (-x) / (1 - Real.exp (-x))) ^ k) := by
-  have hq : Real.exp (-x) < 1 := Real.exp_lt_one (by linarith)
+  have hq : Real.exp (-x) < 1 := Real.exp_lt_one_iff.mpr (by linarith)
   have hq0 := Real.exp_pos (-x)
   unfold gibbsWeight
@@ -27,13 +27,22 @@
     Finset.sum_eq_zero fun i hi => by
       rw [Nat.descFactorial_of_lt (Finset.mem_range.mp hi), Nat.cast_zero, mul_zero]
-  refine (hasSum_nat_add_iff' k).mp ?_
-  rw [h0, sub_zero]
-  convert hs using 1
-  · funext n
+  have hf : (fun n : ℕ => (1 - q) * q ^ (n + k) * ((n + k).descFactorial k : ℝ))
+      = fun n : ℕ => (1 - q) * q ^ k * (k.factorial : ℝ) * (((n + k).choose k : ℝ) * q ^ n) := by
+    funext n
     rw [Nat.descFactorial_eq_factorial_mul_choose]
     push_cast
     ring
-  · rw [div_pow, pow_succ]
+  have hval : (k.factorial : ℝ) * (q / (1 - q)) ^ k
+      = (1 - q) * q ^ k * (k.factorial : ℝ) * (1 / (1 - q) ^ (k + 1)) := by
+    rw [div_pow, pow_succ]
     field_simp
+  have hshift : HasSum
+      (fun n : ℕ => (1 - q) * q ^ (n + k) * ((n + k).descFactorial k : ℝ))
+      ((k.factorial : ℝ) * (q / (1 - q)) ^ k) := by
+    rw [hf, hval]
+    exact hs
+  refine (hasSum_nat_add_iff' k).mp ?_
+  rw [h0, sub_zero]
+  exact hshift
 
 end
```
